# For harmonic energy–volume curves, Delta is $BV_0$ times a function of the relative errors and the relative window

**Q:** Suppose two PAW datasets, for two different solids, misplace the equilibrium volume by the same percentage. Ranked by Delta, the root-mean-square energy difference from a reference curve, one can look much worse merely because its solid has a larger bulk modulus $B$ or equilibrium volume $V_0$. You say dividing by $BV_0$ removes this. Show me by hand first.

**A:** Take harmonic curves. The reference is $E_1=B(V-V_0)^2/(2V_0)$. The second has its minimum at $V_0(1+x)$ and its curvature scaled by $1+y$. With $t=V-V_0$,

$$E_1-E_2=\frac{B}{2V_0}\left[t^2-(1+y)(t-V_0x)^2\right]=a+bt+ct^2,$$

$$a=-\tfrac12BV_0(1+y)x^2,\quad b=B(1+y)x,\quad c=-\frac{By}{2V_0}.$$

Average the square over $|t|\le L=V_0h$, where $h$ is the relative half-width of the window. Odd powers cancel, while $t^2$ and $t^4$ average to $L^2/3$ and $L^4/5$:

$$\langle(E_1-E_2)^2\rangle=a^2+(b^2+2ac)\frac{L^2}{3}+c^2\frac{L^4}{5}.$$

Substituting $a$, $b$, $c$ gives

$$(BV_0)^2\left[(1+y)^2x^2\left(\frac{h^2}{3}+\frac{x^2}{4}\right)+\frac{y(1+y)x^2h^2}{6}+\frac{y^2h^4}{20}\right].$$

The bracket contains neither $B$ nor $V_0$. For $y=0$ the root is $\Delta=BV_0|x|\sqrt{h^2/3+x^2/4}$, so $\Delta/(BV_0|x|)\to h/\sqrt3$ as $x\to0$. For $x=0$ it is $\Delta=BV_0|y|h^2/(2\sqrt5)$.

**Q:** Does the code contain those curves, or something more convenient?

```lean
import Mathlib

open Filter Topology

namespace DeltaGauge

noncomputable section
```

**A:** Those curves. In `harmonicEnergy B V0 W V`, `W` is the minimum and `V` the volume.

```lean
/-- Harmonic energy-volume curve with its minimum at volume `W` and curvature `B / V0`, for positive
`B` and positive reference volume `V0`. -/
def harmonicEnergy (B V0 W V : ℝ) : ℝ := B * (V - W) ^ 2 / (2 * V0)
```

**Q:** The denominator is `V0` even when the minimum is elsewhere. Is $B(1+y)$ then really the second bulk modulus?

**A:** No. The bulk modulus at a minimum is volume times curvature, here $B(1+y)(1+x)$. So $y$ is the relative error of the curvature, and equals that of the bulk modulus only when $x=0$. Both minima also sit at zero energy, so a constant offset does not count as an error.

**Q:** And the average?

**A:** It is an actual integral over the window, divided by its width $2V_0h$.

```lean
/-- Mean of an integrable `f` over the volume window from `V0 (1 - h)` to `V0 (1 + h)`, for nonzero
`V0` and `h`. -/
def windowMean (V0 h : ℝ) (f : ℝ → ℝ) : ℝ :=
  (∫ V in (V0 * (1 - h))..(V0 * (1 + h)), f V) / (2 * V0 * h)
```

Delta is the square root of that mean, defined for any two curves `E₁` and `E₂`. The window is centred on the reference volume.

```lean
/-- The Delta gauge of two continuous energy-volume curves: their root-mean-square difference over
the volume window of relative half-width `h` around `V0`, for positive `V0` and `h`. -/
def deltaGauge (V0 h : ℝ) (E₁ E₂ : ℝ → ℝ) : ℝ :=
  √(windowMean V0 h (fun V => (E₁ V - E₂ V) ^ 2))
```

**Q:** How does Lean get the mean of the squared quadratic?

**A:** Through an explicit antiderivative. `hF` checks its derivative, the fundamental theorem of calculus evaluates the integral, and `ring` confirms that the odd powers cancel.

```lean
/-- Mean square of a quadratic polynomial in `V - V0` over the window around `V0`,
for positive `V0` and `h`. -/
theorem windowMean_sq_quadratic {V0 h : ℝ} (hV : 0 < V0) (hh : 0 < h) (a b c : ℝ) :
    windowMean V0 h (fun V => (a + b * (V - V0) + c * (V - V0) ^ 2) ^ 2) =
      a ^ 2 + (b ^ 2 + 2 * a * c) * (V0 * h) ^ 2 / 3 + c ^ 2 * (V0 * h) ^ 4 / 5 := by
  -- an explicit antiderivative of the squared polynomial
  have hF : ∀ V : ℝ, HasDerivAt
      (fun V : ℝ => a ^ 2 * (V - V0) + a * b * (V - V0) ^ 2
        + (b ^ 2 + 2 * a * c) / 3 * (V - V0) ^ 3
        + b * c / 2 * (V - V0) ^ 4 + c ^ 2 / 5 * (V - V0) ^ 5)
      ((a + b * (V - V0) + c * (V - V0) ^ 2) ^ 2) V := by
    intro V
    have ht : HasDerivAt (fun V : ℝ => V - V0) 1 V := (hasDerivAt_id' V).sub_const V0
    have hsum := ((((ht.const_mul (a ^ 2)).fun_add
      ((ht.fun_pow 2).const_mul (a * b))).fun_add
      ((ht.fun_pow 3).const_mul ((b ^ 2 + 2 * a * c) / 3))).fun_add
      ((ht.fun_pow 4).const_mul (b * c / 2))).fun_add
      ((ht.fun_pow 5).const_mul (c ^ 2 / 5))
    exact hsum.congr_deriv (by push_cast; ring)
  have hcont : Continuous (fun V : ℝ => (a + b * (V - V0) + c * (V - V0) ^ 2) ^ 2) := by
    fun_prop
  rw [windowMean, intervalIntegral.integral_eq_sub_of_hasDerivAt (fun V _ => hF V)
    (hcont.intervalIntegrable _ _), div_eq_iff (by positivity)]
  ring
```

The expansion in $t$ is a separate identity: `field_simp` clears the denominators and `ring` compares the polynomials.

```lean
/-- For nonzero `V0`, a relative shift `x` of the minimum and a relative change `y` of the
stiffness make the two harmonic curves differ by this quadratic polynomial in `V - V0`. -/
theorem energy_difference {V0 : ℝ} (hV : V0 ≠ 0) (B x y V : ℝ) :
    harmonicEnergy B V0 V0 V - harmonicEnergy (B * (1 + y)) V0 (V0 * (1 + x)) V =
      -(B * V0 * (1 + y) * x ^ 2 / 2) + B * (1 + y) * x * (V - V0)
        + -(B * y / (2 * V0)) * (V - V0) ^ 2 := by
  unfold harmonicEnergy
  field_simp
  ring
```

Substituting one into the other gives the bracket above. This holds for any real $B$.

```lean
/-- Mean squared energy difference of two harmonic curves whose minima differ by the relative
amount `x` and whose stiffnesses differ by the relative amount `y`, for positive `V0` and `h`. -/
theorem meanSq_general {V0 h : ℝ} (hV : 0 < V0) (hh : 0 < h) (B x y : ℝ) :
    windowMean V0 h (fun V => (harmonicEnergy B V0 V0 V
        - harmonicEnergy (B * (1 + y)) V0 (V0 * (1 + x)) V) ^ 2) =
      (B * V0) ^ 2 * ((1 + y) ^ 2 * x ^ 2 * (h ^ 2 / 3 + x ^ 2 / 4)
        + y * (1 + y) * x ^ 2 * h ^ 2 / 6 + y ^ 2 * h ^ 4 / 20) := by
  simp only [energy_difference hV.ne']
  rw [windowMean_sq_quadratic hV hh]
  field_simp
  ring
```

Setting $y=0$ leaves the pure volume error.

```lean
/-- Two harmonic curves of equal stiffness with minima at `V0` and `V0 (1 + x)` have mean
squared difference `(B V0 x)² (h²/3 + x²/4)` over the window, for positive `V0` and `h`. -/
theorem meanSq_volume {V0 h : ℝ} (hV : 0 < V0) (hh : 0 < h) (B x : ℝ) :
    windowMean V0 h (fun V => (harmonicEnergy B V0 V0 V
        - harmonicEnergy B V0 (V0 * (1 + x)) V) ^ 2) =
      (B * V0 * x) ^ 2 * (h ^ 2 / 3 + x ^ 2 / 4) := by
  have hgen := meanSq_general hV hh B x 0
  simp only [add_zero, mul_one] at hgen
  rw [hgen]
  ring
```

**Q:** Where does the sign of $B$ enter?

**A:** At the square root. Since $\sqrt{(BV_0x)^2}=|BV_0x|$, positive $B$ and $V_0$ leave the absolute value on $x$ alone.

```lean
/-- For positive `B`, `V0` and `h`, the Delta gauge of two harmonic curves of equal stiffness
whose minima differ by the relative amount `x` is `B V0 |x| √(h²/3 + x²/4)`. -/
theorem delta_volume {B V0 h : ℝ} (hB : 0 < B) (hV : 0 < V0) (hh : 0 < h) (x : ℝ) :
    deltaGauge V0 h (harmonicEnergy B V0 V0) (harmonicEnergy B V0 (V0 * (1 + x))) =
      B * V0 * |x| * √(h ^ 2 / 3 + x ^ 2 / 4) := by
  rw [deltaGauge, meanSq_volume hV hh, Real.sqrt_mul (sq_nonneg _), Real.sqrt_sq_eq_abs,
    abs_mul, abs_of_pos (mul_pos hB hV)]
```

**Q:** The limit divides by $|x|$. What happens at $x=0$?

**A:** That point is excluded: `𝓝[≠] 0` means approaching zero through nonzero values. There the prefactor cancels, and continuity of the remaining square root gives $h/\sqrt3$.

```lean
/-- For positive `B`, `V0` and `h`, the Delta gauge of two harmonic curves of equal stiffness,
divided by `B V0 |x|`, tends to `h / √3` as the relative volume error `x` tends to zero through
nonzero values. -/
theorem delta_volume_limit {B V0 h : ℝ} (hB : 0 < B) (hV : 0 < V0) (hh : 0 < h) :
    Tendsto (fun x : ℝ => deltaGauge V0 h (harmonicEnergy B V0 V0)
        (harmonicEnergy B V0 (V0 * (1 + x))) / (B * V0 * |x|))
      (𝓝[≠] 0) (𝓝 (h / √3)) := by
  have hcont : Continuous (fun x : ℝ => √(h ^ 2 / 3 + x ^ 2 / 4)) := by fun_prop
  have hval : √(h ^ 2 / 3 + (0 : ℝ) ^ 2 / 4) = h / √3 := by
    rw [show h ^ 2 / 3 + (0 : ℝ) ^ 2 / 4 = h ^ 2 / 3 by ring,
      Real.sqrt_div (sq_nonneg h), Real.sqrt_sq hh.le]
  have hlim : Tendsto (fun x : ℝ => √(h ^ 2 / 3 + x ^ 2 / 4)) (𝓝 0) (𝓝 (h / √3)) := by
    rw [← hval]
    exact hcont.tendsto 0
  -- away from x = 0 the prefactor cancels
  refine (hlim.mono_left nhdsWithin_le_nhds).congr' ?_
  filter_upwards [self_mem_nhdsWithin] with x hx
  rw [delta_volume hB hV hh,
    mul_div_cancel_left₀ _ (mul_pos (mul_pos hB hV) (abs_pos.mpr hx)).ne']
```

**Q:** Now the claim I doubted, independence of the material.

**A:** First the root is taken with both errors present.

```lean
/-- For positive `B`, `V0` and `h`, the Delta gauge of two harmonic curves is `B V0` times a
function of the relative errors `x` (volume) and `y` (stiffness) and of the relative window
half-width `h`. -/
theorem delta_general {B V0 h : ℝ} (hB : 0 < B) (hV : 0 < V0) (hh : 0 < h) (x y : ℝ) :
    deltaGauge V0 h (harmonicEnergy B V0 V0)
        (harmonicEnergy (B * (1 + y)) V0 (V0 * (1 + x))) =
      B * V0 * √((1 + y) ^ 2 * x ^ 2 * (h ^ 2 / 3 + x ^ 2 / 4)
        + y * (1 + y) * x ^ 2 * h ^ 2 / 6 + y ^ 2 * h ^ 4 / 20) := by
  rw [deltaGauge, meanSq_general hV hh, Real.sqrt_mul (sq_nonneg _),
    Real.sqrt_sq (mul_pos hB hV).le]
```

Then two materials, `B, V0` and `B', V0'`, are compared at the same $x$, $y$ and $h$. Both quotients reduce to the same square root.

```lean
/-- Two materials with harmonic curves, positive `B`, `V0` and `B'`, `V0'`, the same relative errors
`x` (volume) and `y` (stiffness) and the same relative window half-width `h > 0` have the same Delta
gauge once each is divided by its own `B V0` or `B' V0'`. -/
theorem delta_material_independent {B V0 B' V0' h : ℝ} (hB : 0 < B) (hV : 0 < V0)
    (hB' : 0 < B') (hV' : 0 < V0') (hh : 0 < h) (x y : ℝ) :
    deltaGauge V0 h (harmonicEnergy B V0 V0)
        (harmonicEnergy (B * (1 + y)) V0 (V0 * (1 + x))) / (B * V0) =
      deltaGauge V0' h (harmonicEnergy B' V0' V0')
        (harmonicEnergy (B' * (1 + y)) V0' (V0' * (1 + x))) / (B' * V0') := by
  rw [delta_general hB hV hh, delta_general hB' hV' hh,
    mul_div_cancel_left₀ _ (mul_pos hB hV).ne', mul_div_cancel_left₀ _ (mul_pos hB' hV').ne']
```

**Q:** So if $\Delta/(BV_0)$ differs between two solids, their datasets differ in quality?

**A:** Within this harmonic model and at equal $h$, their relative errors $(x,y)$ must differ. The converse fails, because different pairs can give the same value: $(x,0)$ and $(-x,0)$ do. The two kinds of error also depend differently on the window: a pure curvature error enters with $h^2$, whereas a pure volume error that is small compared with $h$ enters with $h$.

```lean
/-- For harmonic curves with positive `B`, `V0` and `h`, a relative stiffness error `y` at the
correct equilibrium volume gives the Delta gauge `B V0 |y| h² / (2 √5)`. -/
theorem delta_stiffness {B V0 h : ℝ} (hB : 0 < B) (hV : 0 < V0) (hh : 0 < h) (y : ℝ) :
    deltaGauge V0 h (harmonicEnergy B V0 V0) (harmonicEnergy (B * (1 + y)) V0 V0) =
      B * V0 * (|y| * h ^ 2 / (2 * √5)) := by
  have hgen := delta_general hB hV hh 0 y
  -- without a volume error only the quartic term in h survives
  have key : (1 + y) ^ 2 * (0 : ℝ) ^ 2 * (h ^ 2 / 3 + (0 : ℝ) ^ 2 / 4)
      + y * (1 + y) * (0 : ℝ) ^ 2 * h ^ 2 / 6 + y ^ 2 * h ^ 4 / 20
      = (|y| * h ^ 2 / (2 * √5)) ^ 2 := by
    rw [div_pow, mul_pow, mul_pow, sq_abs, Real.sq_sqrt (by norm_num : (0 : ℝ) ≤ 5)]
    ring
  rw [key, Real.sqrt_sq (by positivity), show V0 * (1 + 0) = V0 by ring] at hgen
  exact hgen

end

end DeltaGauge
```

This last case sets $x=0$ in the general formula and recognises the remaining term as a perfect square.

**Q:** What should I keep in mind with real data?

**A:** Real curves are anharmonic, and the model has no cubic term. The theorems also accept values without physical meaning, so you should keep $h<1$, $x>-1$ and $y>-1$ for positive volumes and stable minima. For benchmarks of PAW datasets, the result supports comparing $\Delta/(BV_0)$ across solids as far as the harmonic approximation holds over the window.

```lean
#print axioms DeltaGauge.delta_volume_limit
#print axioms DeltaGauge.delta_general
#print axioms DeltaGauge.delta_material_independent
#print axioms DeltaGauge.delta_stiffness
```

```
'DeltaGauge.delta_volume_limit' depends on axioms: [propext, Classical.choice, Quot.sound]
'DeltaGauge.delta_general' depends on axioms: [propext, Classical.choice, Quot.sound]
'DeltaGauge.delta_material_independent' depends on axioms: [propext, Classical.choice, Quot.sound]
'DeltaGauge.delta_stiffness' depends on axioms: [propext, Classical.choice, Quot.sound]
```
